# Dropping the points outside a one-dimensional box raises the lowest five-point kinetic energy above its odd-reflection value

**Q.** A five-point stencil next to a hard wall reaches one point past it. What value of the wave function u should the stencil use there?

**A.** Two choices are compared here. `truncated` uses zero. `reflected` continues u oddly through each wall, so that u(−1) = −u(1). The box is one-dimensional, with N interior grid points of spacing h and walls at points 0 and N+1. Lean's index `i` is grid point i+1. Units are such that ħ and the particle's mass are 1.

```lean
import Mathlib

open Matrix

namespace FivePointBox

noncomputable section

/-- Three-point weights of `-(1/2) d²/dx²` at displacement `d`, for spacing `h ≠ 0`. -/
def w3 (h : ℝ) (d : ℤ) : ℝ :=
  if d = 0 then 1 / h ^ 2 else if d = 1 ∨ d = -1 then -1 / (2 * h ^ 2) else 0

/-- Five-point weights of `-(1/2) d²/dx²` at displacement `d`, for spacing `h ≠ 0`. -/
def w5 (h : ℝ) (d : ℤ) : ℝ :=
  if d = 0 then 30 / (24 * h ^ 2) else if d = 1 ∨ d = -1 then -16 / (24 * h ^ 2)
  else if d = 2 ∨ d = -2 then 1 / (24 * h ^ 2) else 0

/-- Three-point Dirichlet kinetic matrix; index `i` is the grid point `i + 1`,
and the walls are at `0` and `N + 1`. -/
def threePoint (N : ℕ) (h : ℝ) : Matrix (Fin N) (Fin N) ℝ :=
  Matrix.of fun i j => w3 h ((i : ℤ) - j)

/-- Five-point kinetic matrix with all points outside the box dropped. -/
def truncated (N : ℕ) (h : ℝ) : Matrix (Fin N) (Fin N) ℝ :=
  Matrix.of fun i j => w5 h ((i : ℤ) - j)

/-- Five-point kinetic matrix with odd reflection: the mirror images of each point
in the two walls enter with a minus sign. -/
def reflected (N : ℕ) (h : ℝ) : Matrix (Fin N) (Fin N) ℝ :=
  Matrix.of fun i j => w5 h ((i : ℤ) - j) - w5 h ((i : ℤ) + 1 + (j + 1))
    - w5 h ((i : ℤ) + 1 + (j + 1) - 2 * (N + 1))
```

**Q.** Two walls produce infinitely many images. `reflected` subtracts only two.

**A.** All other images lie at least four spacings from any interior point, and the stencil reaches two.

**Q.** How is `reflected` related to the three-point matrix `threePoint`, call it K?

**A.** It equals K + h²K²/6. Away from walls, the three-point rule is

(Ku)(m) = [2u(m) − u(m−1) − u(m+1)] / (2h²)

Applying it twice and multiplying by h²/6 gives

(h²/6)(K²u)(m) = [6u(m) − 4u(m±1) + u(m±2)] / (24h²)

where ± means the sum over both signs. Since K itself has weights 24 and −12 over 24h², the total is 30, −16, 1 over 24h²: the five-point stencil. An odd u gives an odd Ku, which again vanishes at the walls, so the identity survives in the box.

Truncation omits the reflected term −u(1)/(24h²) at point 1, and likewise at point N. Relative to `reflected`, it therefore adds 1/(24h²) to each end diagonal entry. For N = 1 both shifts fall on the same entry.

```lean
/-- The diagonal shift `1/(24h²)` for each wall, at the point next to it (`h ≠ 0`). -/
def wallShift (N : ℕ) (h : ℝ) (i : Fin N) : ℝ :=
  (if (i : ℕ) = 0 then 1 / (24 * h ^ 2) else 0) +
    (if (i : ℕ) + 1 = N then 1 / (24 * h ^ 2) else 0)
```

**Q.** How does the code follow this?

**A.** `threePoint_mulVec` shows that the matrix acts as the difference rule on samples vanishing at both walls. In `reflected_eq`, `g` is a column of K continued by images, `g0` and `gN` are its zeros at the walls, and `sten` is the stencil identity. In `truncated_eq`, `split_ifs` and `omega` sort out which image weights survive.

```lean
/-- On samples of a function that vanishes at both walls, the three-point matrix acts
as the three-point difference. -/
theorem threePoint_mulVec {N : ℕ} (h : ℝ) (u : ℤ → ℝ) (h0 : u 0 = 0)
    (hN : u ((N : ℤ) + 1) = 0) (i : Fin N) :
    (threePoint N h *ᵥ fun k : Fin N => u ((k : ℤ) + 1)) i =
      (2 * u ((i : ℤ) + 1) - u (i : ℤ) - u ((i : ℤ) + 2)) / (2 * h ^ 2) := by
  have hi := i.isLt
  -- a Kronecker delta picks out one sample, also at the walls
  have pick : ∀ m : ℤ, 0 ≤ m → m ≤ N + 1 →
      ∑ k : Fin N, (if (k : ℤ) + 1 = m then u ((k : ℤ) + 1) else 0) = u m := by
    intro m hm hm'
    by_cases hin : 0 < m ∧ m < N + 1
    · obtain ⟨k, rfl⟩ : ∃ k : Fin N, (k : ℤ) + 1 = m :=
        ⟨⟨(m - 1).toNat, by omega⟩, by
          show (((m - 1).toNat : ℕ) : ℤ) + 1 = m
          omega⟩
      rw [Finset.sum_eq_single k]
      · simp
      · intro b _ hb
        exact if_neg fun e => hb (Fin.ext (by omega))
      · simp
    · have hu : u m = 0 := by
        rcases (by omega : m = 0 ∨ m = N + 1) with rfl | rfl
        · exact h0
        · exact hN
      rw [hu]
      exact Finset.sum_eq_zero fun k _ => if_neg (by have := k.isLt; omega)
  have key : ∀ k : Fin N, w3 h ((i : ℤ) - k) * u ((k : ℤ) + 1) =
      (2 * (if (k : ℤ) + 1 = i + 1 then u ((k : ℤ) + 1) else 0)
        - (if (k : ℤ) + 1 = i then u ((k : ℤ) + 1) else 0)
        - (if (k : ℤ) + 1 = i + 2 then u ((k : ℤ) + 1) else 0)) / (2 * h ^ 2) := by
    intro k
    unfold w3
    split_ifs <;> first | (exfalso; omega) | ring
  change ∑ k : Fin N, w3 h ((i : ℤ) - k) * u ((k : ℤ) + 1) = _
  rw [Finset.sum_congr rfl fun k _ => key k, ← Finset.sum_div, Finset.sum_sub_distrib,
    Finset.sum_sub_distrib, ← Finset.mul_sum, pick _ (by omega) (by omega),
    pick _ (by omega) (by omega), pick _ (by omega) (by omega)]

/-- With odd reflection at the walls and `h > 0`, the five-point kinetic matrix is
`K + h²K²/6`, where `K` is the three-point matrix. -/
theorem reflected_eq (N : ℕ) {h : ℝ} (hh : 0 < h) :
    reflected N h = threePoint N h + (h ^ 2 / 6) • (threePoint N h * threePoint N h) := by
  ext i j
  have hi := i.isLt
  have hj := j.isLt
  have far : ∀ d : ℤ, 2 ≤ d ∨ d ≤ -2 → w3 h d = 0 := fun d hd => by
    rw [w3, if_neg (by omega), if_neg (by omega)]
  have even : ∀ a b : ℤ, a = -b → w3 h a = w3 h b := by
    intro a b hab
    unfold w3
    split_ifs <;> first | rfl | (exfalso; omega)
  -- the stencil identity on the infinite grid
  have sten : ∀ d a b c : ℤ, a = d → b = d - 1 → c = d + 1 →
      w5 h d = w3 h a + (2 * w3 h a - w3 h b - w3 h c) / 12 := by
    rintro d _ _ _ rfl rfl rfl
    unfold w3 w5
    split_ifs <;> first | (exfalso; omega) | ring
  -- column `j` of `K`, continued beyond the walls by images
  obtain ⟨g, hg⟩ : ∃ g : ℤ → ℝ, ∀ m, g m = w3 h (m - ((j : ℤ) + 1))
      - w3 h (m + ((j : ℤ) + 1)) - w3 h (m + ((j : ℤ) + 1) - 2 * ((N : ℤ) + 1)) :=
    ⟨_, fun _ => rfl⟩
  have col : (fun k : Fin N => threePoint N h k j) = fun k : Fin N => g ((k : ℤ) + 1) := by
    funext k
    have hk := k.isLt
    rw [hg, far ((k : ℤ) + 1 + ((j : ℤ) + 1)) (by omega),
      far ((k : ℤ) + 1 + ((j : ℤ) + 1) - 2 * ((N : ℤ) + 1)) (by omega),
      add_sub_add_right_eq_sub, sub_zero, sub_zero]
    rfl
  have g0 : g 0 = 0 := by
    rw [hg, even (0 - ((j : ℤ) + 1)) (0 + ((j : ℤ) + 1)) (by ring),
      far (0 + ((j : ℤ) + 1) - 2 * ((N : ℤ) + 1)) (by omega)]
    ring
  have gN : g ((N : ℤ) + 1) = 0 := by
    rw [hg, far ((N : ℤ) + 1 + ((j : ℤ) + 1)) (by omega), even ((N : ℤ) + 1 - ((j : ℤ) + 1))
      ((N : ℤ) + 1 + ((j : ℤ) + 1) - 2 * ((N : ℤ) + 1)) (by ring)]
    ring
  have sq : (threePoint N h * threePoint N h) i j =
      (2 * g ((i : ℤ) + 1) - g (i : ℤ) - g ((i : ℤ) + 2)) / (2 * h ^ 2) := by
    rw [← threePoint_mulVec h g g0 gN i, ← col]
    rfl
  have T : reflected N h i j = g ((i : ℤ) + 1)
      + (2 * g ((i : ℤ) + 1) - g (i : ℤ) - g ((i : ℤ) + 2)) / 12 := by
    simp only [reflected, Matrix.of_apply, hg]
    rw [sten ((i : ℤ) - j) ((i : ℤ) + 1 - (j + 1)) ((i : ℤ) - (j + 1))
        ((i : ℤ) + 2 - (j + 1)) (by ring) (by ring) (by ring),
      sten ((i : ℤ) + 1 + (j + 1)) _ ((i : ℤ) + (j + 1)) ((i : ℤ) + 2 + (j + 1))
        rfl (by ring) (by ring),
      sten ((i : ℤ) + 1 + (j + 1) - 2 * (N + 1)) _ ((i : ℤ) + (j + 1) - 2 * (N + 1))
        ((i : ℤ) + 2 + (j + 1) - 2 * (N + 1)) rfl (by ring) (by ring)]
    ring
  have e : h ^ 2 * (h ^ 2)⁻¹ = 1 := mul_inv_cancel₀ (by positivity)
  have kij : threePoint N h i j = g ((i : ℤ) + 1) := congrFun col i
  rw [Matrix.add_apply, Matrix.smul_apply, smul_eq_mul, sq, kij, T]
  linear_combination (-(2 * g ((i : ℤ) + 1) - g (i : ℤ) - g ((i : ℤ) + 2)) / 12) * e

/-- Dropping the outside points instead of reflecting adds `1/(24h²)` to the diagonal
for each wall, at the point next to it. -/
theorem truncated_eq (N : ℕ) (h : ℝ) :
    truncated N h = reflected N h + Matrix.diagonal (wallShift N h) := by
  ext i j
  have hi := i.isLt
  have hj := j.isLt
  have images : w5 h ((i : ℤ) + 1 + (j + 1)) + w5 h ((i : ℤ) + 1 + (j + 1) - 2 * (N + 1))
      = Matrix.diagonal (wallShift N h) i j := by
    simp only [Matrix.diagonal_apply, wallShift, w5, Fin.ext_iff]
    split_ifs <;> first | (exfalso; omega) | ring
  rw [Matrix.add_apply, ← images]
  simp only [truncated, reflected, Matrix.of_apply]
  ring
```

**Q.** A positive diagonal term need not raise the lowest level strictly. The state could vanish at the ends.

**A.** It can't here. Let k be the lowest eigenvalue of K, R the reflected matrix, and w = Kv − kv. Since K is symmetric, v·K²v = Kv·Kv, and inserting Kv = kv + w gives

v·Rv = (k + h²k²/6) v·v + (1 + h²k/3) v·w + (h²/6) w·w

Here v·w ≥ 0, because k is lowest. We also need k ≥ 0. An eigenvector of K obeys

u(m+1) = (2 − 2h²k) u(m) − u(m−1), u(0) = 0

If u(1) = 0, everything vanishes, so u(1) ≠ 0. If k were negative, u(m)² ≤ u(m)u(m+1) would propagate from m = 0, keeping u nonzero up to the second wall, where it must be zero.

So R has no eigenvalue below k + h²k²/6, and K's lowest eigenvector attains it.

Now let v be a lowest truncated eigenvector, with energy E. E v·v is v·Rv plus the nonnegative wall term. If E ≤ k + h²k²/6, then w = 0 and v vanishes at the first point. But w = 0 makes v an eigenvector of K, which cannot vanish there.

**Q.** And the lemmas?

**A.** `exists_lowest` supplies k and v·w ≥ 0 through positive semidefiniteness of K − k. `threePoint_eigenvector` runs the recurrence (`step`, `grow`), and `reflected_form` is the energy identity.

```lean
/-- A real number is in the spectrum of a real matrix exactly when it has an eigenvector. -/
theorem mem_spectrum_iff {N : ℕ} (A : Matrix (Fin N) (Fin N) ℝ) (μ : ℝ) :
    μ ∈ spectrum ℝ A ↔ ∃ v : Fin N → ℝ, v ≠ 0 ∧ A *ᵥ v = μ • v := by
  rw [spectrum.mem_iff, Matrix.isUnit_iff_isUnit_det, isUnit_iff_ne_zero, not_not,
    ← Matrix.exists_mulVec_eq_zero_iff]
  refine exists_congr fun v => and_congr_right fun _ => ?_
  rw [Algebra.algebraMap_eq_smul_one, Matrix.sub_mulVec, Matrix.smul_mulVec,
    Matrix.one_mulVec, sub_eq_zero]
  exact eq_comm

/-- A real symmetric matrix of positive size has a lowest eigenvalue, and this bounds
its quadratic form from below. -/
theorem exists_lowest {N : ℕ} (hN : 0 < N) {A : Matrix (Fin N) (Fin N) ℝ} (hA : Aᵀ = A) :
    ∃ k, IsLeast (spectrum ℝ A) k ∧ ∀ v : Fin N → ℝ, 0 ≤ v ⬝ᵥ (A *ᵥ v - k • v) := by
  have hH : A.IsHermitian := by
    rw [Matrix.IsHermitian, Matrix.conjTranspose_eq_transpose_of_trivial, hA]
  have : Nonempty (Fin N) := ⟨⟨0, hN⟩⟩
  obtain ⟨j, hj⟩ := Finite.exists_min hH.eigenvalues
  have hk : IsLeast (spectrum ℝ A) (hH.eigenvalues j) := by
    rw [hH.spectrum_real_eq_range_eigenvalues]
    exact ⟨⟨j, rfl⟩, by rintro _ ⟨i, rfl⟩; exact hj i⟩
  generalize hH.eigenvalues j = k at hk
  refine ⟨k, hk, fun v => ?_⟩
  have hM : (A - k • (1 : Matrix (Fin N) (Fin N) ℝ)).IsHermitian := by
    rw [Matrix.IsHermitian, Matrix.conjTranspose_eq_transpose_of_trivial,
      Matrix.transpose_sub, Matrix.transpose_smul, Matrix.transpose_one, hA]
  -- the shifted matrix has no negative eigenvalue
  have pos : (A - k • (1 : Matrix (Fin N) (Fin N) ℝ)).PosSemidef := by
    rw [hM.posSemidef_iff_eigenvalues_nonneg]
    intro i
    have hi : hM.eigenvalues i ∈ spectrum ℝ (A - k • (1 : Matrix (Fin N) (Fin N) ℝ)) := by
      rw [hM.spectrum_real_eq_range_eigenvalues]
      exact ⟨i, rfl⟩
    obtain ⟨x, hx, e⟩ := (mem_spectrum_iff _ _).1 hi
    have := hk.2 ((mem_spectrum_iff A (hM.eigenvalues i + k)).2 ⟨x, hx, by
      rw [add_smul, ← e, Matrix.sub_mulVec, Matrix.smul_mulVec, Matrix.one_mulVec,
        sub_add_cancel]⟩)
    show 0 ≤ hM.eigenvalues i
    linarith
  have := pos.dotProduct_mulVec_nonneg v
  rwa [star_trivial, Matrix.sub_mulVec, Matrix.smul_mulVec, Matrix.one_mulVec] at this

/-- For `h > 0`, an eigenvector of the three-point matrix has a nonnegative eigenvalue
and does not vanish at the first grid point. -/
theorem threePoint_eigenvector {N : ℕ} {h k : ℝ} (hh : 0 < h) {v : Fin N → ℝ} (hv : v ≠ 0)
    (e : threePoint N h *ᵥ v = k • v) : 0 ≤ k ∧ ∀ i : Fin N, (i : ℕ) = 0 → v i ≠ 0 := by
  obtain ⟨u, u0, uN, rfl⟩ : ∃ u : ℤ → ℝ, u 0 = 0 ∧ u ((N : ℤ) + 1) = 0 ∧
      v = fun i : Fin N => u ((i : ℤ) + 1) := by
    refine ⟨fun m => if hm : 0 < m ∧ m < N + 1 then v ⟨(m - 1).toNat, by omega⟩ else 0,
      by simp, by simp, funext fun i => ?_⟩
    have hi : 0 < (i : ℤ) + 1 ∧ (i : ℤ) + 1 < N + 1 := by have := i.isLt; omega
    beta_reduce
    rw [dif_pos hi]
    exact congrArg v (Fin.ext (by simp))
  have step : ∀ m : ℕ, m < N →
      u ((m : ℤ) + 1 + 1) = (2 - 2 * h ^ 2 * k) * u ((m : ℤ) + 1) - u (m : ℤ) := by
    intro m hm
    have t : (2 * u ((m : ℤ) + 1) - u (m : ℤ) - u ((m : ℤ) + 2)) / (2 * h ^ 2)
        = k * u ((m : ℤ) + 1) :=
      (threePoint_mulVec h u u0 uN ⟨m, hm⟩).symm.trans (congrFun e ⟨m, hm⟩)
    rw [div_eq_iff (by positivity)] at t
    rw [show (m : ℤ) + 1 + 1 = m + 2 by ring]
    linear_combination -t
  -- two neighbouring zeros would make the whole vector zero
  have h1 : u 1 ≠ 0 := by
    intro z
    have all : ∀ m : ℕ, m ≤ N → u (m : ℤ) = 0 ∧ u ((m : ℤ) + 1) = 0 := by
      intro m
      induction m with
      | zero => intro _; simp [u0, z]
      | succ m ih =>
        intro hm
        obtain ⟨a, b⟩ := ih (by omega)
        rw [Nat.cast_succ]
        exact ⟨b, by rw [step m hm, a, b]; ring⟩
    exact hv (funext fun i => (all i i.isLt.le).2)
  refine ⟨?_, fun i hi => by simpa [hi] using h1⟩
  by_contra hk
  have hc : 0 ≤ h ^ 2 * -k := mul_nonneg (sq_nonneg h) (by linarith)
  -- for negative `k` the solution grows and misses the second wall
  have grow : ∀ m : ℕ, m ≤ N →
      u (m : ℤ) ^ 2 ≤ u (m : ℤ) * u ((m : ℤ) + 1) ∧ u ((m : ℤ) + 1) ≠ 0 := by
    intro m
    induction m with
    | zero => intro _; simp [u0, h1]
    | succ m ih =>
      intro hm
      obtain ⟨a, b⟩ := ih (by omega)
      have r : u ((m : ℤ) + 1) ^ 2 ≤ u ((m : ℤ) + 1) * u ((m : ℤ) + 1 + 1) := by
        rw [step m hm]
        nlinarith [sq_nonneg (u (m : ℤ) - u ((m : ℤ) + 1)),
          mul_nonneg hc (sq_nonneg (u ((m : ℤ) + 1)))]
      rw [Nat.cast_succ]
      refine ⟨r, fun z => b ?_⟩
      rw [z, mul_zero] at r
      exact (pow_eq_zero_iff two_ne_zero).1 (le_antisymm r (sq_nonneg _))
  exact (grow N le_rfl).2 uN

/-- The three-point matrix is symmetric. -/
theorem threePoint_symm (N : ℕ) (h : ℝ) : (threePoint N h)ᵀ = threePoint N h := by
  ext i j
  simp only [Matrix.transpose_apply, threePoint, Matrix.of_apply, w3]
  split_ifs <;> first | rfl | (exfalso; omega)

/-- For `h > 0` and any real `k`, the reflected five-point energy of `v` is expressed
through the residual `Kv - kv` of the three-point matrix `K`. -/
theorem reflected_form {N : ℕ} {h : ℝ} (hh : 0 < h) (k : ℝ) (v w : Fin N → ℝ)
    (hw : threePoint N h *ᵥ v - k • v = w) :
    v ⬝ᵥ (reflected N h *ᵥ v) = (k + h ^ 2 / 6 * k ^ 2) * (v ⬝ᵥ v)
      + (1 + h ^ 2 / 3 * k) * (v ⬝ᵥ w) + h ^ 2 / 6 * (w ⬝ᵥ w) := by
  have hK : threePoint N h *ᵥ v = w + k • v := sub_eq_iff_eq_add.1 hw
  have h2 : v ⬝ᵥ (threePoint N h *ᵥ (threePoint N h *ᵥ v))
      = (threePoint N h *ᵥ v) ⬝ᵥ (threePoint N h *ᵥ v) := by
    rw [Matrix.dotProduct_mulVec v, ← Matrix.mulVec_transpose, threePoint_symm]
  rw [reflected_eq N hh, Matrix.add_mulVec, Matrix.smul_mulVec, ← Matrix.mulVec_mulVec,
    dotProduct_add, dotProduct_smul, h2, hK]
  simp only [dotProduct_add, add_dotProduct, dotProduct_smul, smul_dotProduct, smul_eq_mul,
    dotProduct_comm w v]
  ring
```

**Q.** What does the last theorem say in words?

**A.** For N ≥ 1 and h > 0, the three matrices have lowest eigenvalues k, k + h²k²/6 and E, and E is strictly above the second. `IsLeast (spectrum ℝ …)` means the smallest real eigenvalue. In its proof, `ww` and `hz` are the two forced zeros.

```lean
/-- For `N ≥ 1` and `h > 0`, let `k` be the lowest three-point eigenvalue. The reflected
five-point matrix has lowest eigenvalue `k + h²k²/6`, and dropping the outside points
gives a strictly higher one. -/
theorem truncation_raises_lowest {N : ℕ} {h : ℝ} (hN : 0 < N) (hh : 0 < h) :
    ∃ k E : ℝ, IsLeast (spectrum ℝ (threePoint N h)) k ∧
      IsLeast (spectrum ℝ (reflected N h)) (k + h ^ 2 / 6 * k ^ 2) ∧
      IsLeast (spectrum ℝ (truncated N h)) E ∧ k + h ^ 2 / 6 * k ^ 2 < E := by
  have symT : (truncated N h)ᵀ = truncated N h := by
    ext i j
    simp only [Matrix.transpose_apply, truncated, Matrix.of_apply, w5]
    split_ifs <;> first | rfl | (exfalso; omega)
  obtain ⟨k, hk, ray⟩ := exists_lowest hN (threePoint_symm N h)
  obtain ⟨E, hE, -⟩ := exists_lowest hN symT
  obtain ⟨x, hx, ex⟩ := (mem_spectrum_iff _ _).1 hk.1
  have k0 := (threePoint_eigenvector hh hx ex).1
  have nn : ∀ v : Fin N → ℝ, 0 ≤ v ⬝ᵥ v := fun v =>
    Finset.sum_nonneg fun i _ => mul_self_nonneg (v i)
  have np : ∀ v : Fin N → ℝ, v ≠ 0 → 0 < v ⬝ᵥ v := fun v hv =>
    lt_of_le_of_ne (nn v) fun z => hv (dotProduct_self_eq_zero.1 z.symm)
  have hb : 0 < h ^ 2 / 6 := by positivity
  have ha : 0 ≤ 1 + h ^ 2 / 3 * k := by positivity
  refine ⟨k, E, hk, ⟨(mem_spectrum_iff _ _).2 ⟨x, hx, ?_⟩, fun μ hμ => ?_⟩, hE, ?_⟩
  · rw [reflected_eq N hh, Matrix.add_mulVec, Matrix.smul_mulVec, ← Matrix.mulVec_mulVec,
      ex, Matrix.mulVec_smul, ex]
    module
  · obtain ⟨v, hv, e⟩ := (mem_spectrum_iff _ _).1 hμ
    have F := reflected_form hh k v _ rfl
    rw [e, dotProduct_smul, smul_eq_mul] at F
    refine le_of_mul_le_mul_right ?_ (np v hv)
    linarith [mul_nonneg ha (ray v), mul_nonneg hb.le (nn (threePoint N h *ᵥ v - k • v))]
  · obtain ⟨v, hv, e⟩ := (mem_spectrum_iff _ _).1 hE.1
    obtain ⟨w, hw⟩ : ∃ w, threePoint N h *ᵥ v - k • v = w := ⟨_, rfl⟩
    have F := reflected_form hh k v w hw
    have hr := ray v
    rw [hw] at hr
    have D : v ⬝ᵥ (Matrix.diagonal (wallShift N h) *ᵥ v)
        = ∑ i, wallShift N h i * v i ^ 2 := by
      rw [dotProduct]
      refine Finset.sum_congr rfl fun i _ => ?_
      rw [Matrix.mulVec_diagonal]
      ring
    have d := congrArg (fun y => v ⬝ᵥ y) e
    simp only [truncated_eq, Matrix.add_mulVec, dotProduct_add, dotProduct_smul,
      smul_eq_mul, D] at d
    have s0 : ∀ i ∈ Finset.univ, 0 ≤ wallShift N h i * v i ^ 2 := fun i _ =>
      mul_nonneg (by unfold wallShift; split_ifs <;> positivity) (sq_nonneg _)
    have S := Finset.sum_nonneg s0
    -- without a rise, the residual and the wall term both vanish
    by_contra hle
    have hm := mul_le_mul_of_nonneg_right (not_lt.1 hle) (nn v)
    have p1 := mul_nonneg ha hr
    have p2 := mul_nonneg hb.le (nn w)
    have ww : w ⬝ᵥ w = 0 := le_antisymm (by nlinarith) (nn w)
    have w0 : w = 0 := dotProduct_self_eq_zero.1 ww
    rw [w0] at hw
    refine (threePoint_eigenvector hh hv (sub_eq_zero.1 hw)).2 ⟨0, hN⟩ rfl ?_
    have first := Finset.single_le_sum s0 (Finset.mem_univ (⟨0, hN⟩ : Fin N))
    have sp : 0 < wallShift N h ⟨0, hN⟩ := by
      rw [wallShift, if_pos rfl]
      split_ifs <;> positivity
    have hz : v ⟨0, hN⟩ ^ 2 ≤ 0 := by nlinarith
    exact (pow_eq_zero_iff two_ne_zero).1 (le_antisymm hz (sq_nonneg _))

end

end FivePointBox
```

```lean
#print axioms FivePointBox.truncation_raises_lowest
```

```
'FivePointBox.truncation_raises_lowest' depends on axioms: [propext, Classical.choice, Quot.sound]
```

**Q.** What should I take from this for real-space electronic structure?

**A.** For one free particle in a one-dimensional hard-wall box, setting outside values to zero instead of reflecting them oddly acts like adding a repulsive on-site term beside each wall. There is no potential in the model, and the theorem gives no size for the rise and no limit h → 0.
